# A flat interface between vacuum and a lossless medium binds a surface plasmon polariton exactly when ε < −1

The dispersion formula $k = k_0\sqrt{\varepsilon/(\varepsilon+1)}$ for a surface plasmon polariton gives a real wavenumber even where there is no such wave. For glass with $\varepsilon = 2.25$ it returns $k \approx 0.83\,k_0$. This is smaller than the vacuum wavenumber $k_0$, so the field in the vacuum oscillates instead of decaying, and nothing is bound to the surface. Anyone who plots the formula for a metal over all frequencies gets a similar spurious branch above the plasma frequency. The formula needs a condition beside it, and for a real relative permittivity $\varepsilon$ that condition is $\varepsilon < -1$.

```lean
import Mathlib

open Filter Topology Set

namespace SurfacePlasmonPolariton

noncomputable section
```

## Exponential fields on the two sides

The medium, taken to be isotropic and non-magnetic, fills $z<0$ and vacuum fills $z>0$. The magnetic field lies in the surface, perpendicular to the direction $x$ of propagation, and has the form $H(z)\,e^{i(kx-wt)}$, with angular frequency $w$ and $k_0 = w/c$, where $c$ is the speed of light. A bound wave decays away from the surface on both sides:

$$H(z) = A e^{-K_1 z}\ (z>0), \qquad H(z) = B e^{K_2 z}\ (z<0), \qquad K_1, K_2 > 0.$$

Both are instances of one function with amplitude $A$ and exponent $s$.

```lean
/-- The exponential profile `A exp (s z)` of the magnetic field along the surface normal. -/
def profile (A s z : ℝ) : ℝ := A * Real.exp (s * z)
```

The numbers that describe a mode are $k$, $K_1$ and $K_2$. They must be positive and satisfy

$$K_1^2 = k^2 - k_0^2, \qquad K_2^2 = k^2 - \varepsilon k_0^2, \qquad K_2 = -\varepsilon K_1.$$

The predicate `IsSurfaceMode` is the conjunction of these six conditions on real numbers. Taking `eps` real excludes absorption, and a single number for the whole medium excludes any dependence of the permittivity on wavevector.

```lean
/-- A surface mode between vacuum and a medium of permittivity `eps`: positive wavenumber `k`,
positive decay constants `K1` (vacuum) and `K2` (medium), the wave equation on both sides,
and the matching condition at the interface. -/
def IsSurfaceMode (eps k0 k K1 K2 : ℝ) : Prop :=
  0 < k ∧ 0 < K1 ∧ 0 < K2 ∧ K1 ^ 2 = k ^ 2 - k0 ^ 2 ∧
    K2 ^ 2 = k ^ 2 - eps * k0 ^ 2 ∧ K2 = -eps * K1
```

Two further definitions serve the metal. The Drude permittivity describes free electrons without collisions,

$$\varepsilon(w) = 1 - \frac{w_p^2}{w^2},$$

where the plasma frequency $w_p$ is the frequency at which the electron gas oscillates collectively in the bulk.

```lean
/-- The lossless Drude permittivity with plasma frequency `wp` at frequency `w`. -/
def drude (wp w : ℝ) : ℝ := 1 - wp ^ 2 / w ^ 2
```

Inserting it into the dispersion formula with $k_0 = w/c$ gives a function of frequency. It is defined for every $w$, including frequencies without a mode, so the theorems that use it also state the frequency range.

```lean
/-- The surface plasmon dispersion formula `k = (w/c) sqrt (eps/(eps+1))` for a Drude metal. -/
def plasmonWavenumber (c wp w : ℝ) : ℝ :=
  w / c * √(drude wp w / (drude wp w + 1))
```

## Where the three equations come from

Differentiating $A e^{sz}$ gives $sA\,e^{sz}$, which is again an exponential profile, with amplitude $sA$.

```lean
/-- Differentiating an exponential profile multiplies its amplitude by the exponent `s`. -/
theorem deriv_profile (A s : ℝ) : deriv (profile A s) = profile (s * A) s := by
  funext z
  have h : HasDerivAt (fun z : ℝ => A * Real.exp (s * z))
      (A * (Real.exp (s * z) * (s * 1))) z :=
    ((hasDerivAt_id' z).const_mul s).exp.const_mul A
  have h' : HasDerivAt (profile A s) (profile (s * A) s z) z :=
    h.congr_deriv (by unfold profile; ring)
  exact h'.deriv
```

In a uniform medium Maxwell's equations reduce to the Helmholtz equation $H'' = (k^2 - \varepsilon k_0^2)H$. Two derivatives of the profile produce a factor $s^2$, so for $A \neq 0$ the equation holds exactly when $s^2 = k^2 - \varepsilon k_0^2$. With $s = K_2$ this is the condition in the medium; with $s = -K_1$ and $\varepsilon = 1$ it is the one in vacuum. The proof evaluates the equation at $z = 0$ and cancels $A$. The converse multiplies the algebraic identity by the profile.

```lean
/-- A nonzero exponential profile solves the Helmholtz equation in a medium of permittivity
`eps` exactly when `s² = k² - eps k0²`. -/
theorem helmholtz_iff {A : ℝ} (hA : A ≠ 0) (s eps k k0 : ℝ) :
    (∀ z, deriv (deriv (profile A s)) z = (k ^ 2 - eps * k0 ^ 2) * profile A s z) ↔
      s ^ 2 = k ^ 2 - eps * k0 ^ 2 := by
  rw [deriv_profile, deriv_profile]
  constructor
  · intro h
    have h0 := h 0
    simp only [profile, mul_zero, Real.exp_zero, mul_one] at h0
    exact mul_right_cancel₀ hA (by linear_combination h0)
  · intro h z
    unfold profile
    linear_combination A * Real.exp (s * z) * h
```

At the interface the tangential magnetic field $H$ is continuous, and so is the tangential electric field, which is proportional to $H'/\varepsilon$. At $z=0$ this means

$$A = B, \qquad -K_1 A = \frac{K_2 B}{\varepsilon},$$

and therefore $K_2 = -\varepsilon K_1$, provided that $A \neq 0$ and $\varepsilon \neq 0$. The Helmholtz equation and these continuity conditions are the physical input; their derivation from Maxwell's equations is not formalised.

```lean
/-- Continuity of `H` and of `H'/eps` at the interface holds exactly when the two amplitudes
agree and `K2 = -eps K1`. -/
theorem interface_matching {eps A : ℝ} (heps : eps ≠ 0) (hA : A ≠ 0) (B K1 K2 : ℝ) :
    (profile A (-K1) 0 = profile B K2 0 ∧
      deriv (profile A (-K1)) 0 = deriv (profile B K2) 0 / eps) ↔
      B = A ∧ K2 = -eps * K1 := by
  rw [deriv_profile, deriv_profile]
  simp only [profile, mul_zero, Real.exp_zero, mul_one]
  constructor
  · rintro ⟨hAB, h⟩
    rw [← hAB, eq_div_iff heps] at h
    exact ⟨hAB.symm, mul_right_cancel₀ hA (by linear_combination -h)⟩
  · rintro ⟨hB, hK⟩
    rw [hB, hK]
    refine ⟨rfl, ?_⟩
    rw [eq_div_iff heps]
    ring
```

## Elimination of the decay constants

Since $K_1$ and $K_2$ are positive, $K_2 = -\varepsilon K_1$ forces $\varepsilon < 0$. Substituting $K_2$ and then $K_1^2$ into the second equation gives

$$\varepsilon^2(k^2 - k_0^2) = k^2 - \varepsilon k_0^2 \quad\Longrightarrow\quad (\varepsilon-1)(\varepsilon+1)k^2 = (\varepsilon-1)\,\varepsilon k_0^2.$$

The factor $\varepsilon - 1$ is nonzero because $\varepsilon<0$, so

$$k^2(\varepsilon+1) = \varepsilon k_0^2, \qquad K_1^2(-\varepsilon-1) = k_0^2,$$

where the second equation follows from the first and $K_1^2 = k^2-k_0^2$. Its right side is positive, hence $\varepsilon < -1$. Taking positive roots gives

$$k = k_0\sqrt{\frac{\varepsilon}{\varepsilon+1}}, \qquad K_1 = \frac{k_0}{\sqrt{-\varepsilon-1}}, \qquad K_2 = \frac{-\varepsilon k_0}{\sqrt{-\varepsilon-1}}.$$

Conversely, let $\varepsilon<-1$ and define the three numbers by these formulas. They are positive and $K_2 = -\varepsilon K_1$. The other two equations hold because

$$k^2 - k_0^2 = \frac{k_0^2}{-\varepsilon-1}, \qquad k^2 - \varepsilon k_0^2 = \frac{\varepsilon^2k_0^2}{-\varepsilon-1}.$$

The theorem states this as an equivalence for given `eps`, `k`, `K1` and `K2`, so it contains uniqueness as well as existence. In the proof, `key` and `hK` are the two eliminated equations, `he` is the bound on $\varepsilon$, and `Real.sqrt_sq` selects the positive roots. For $\varepsilon=-2$ the result is $k=\sqrt2\,k_0$, $K_1=k_0$ and $K_2=2k_0$.

```lean
/-- Surface modes require `eps < -1`, and their wavenumber and both decay constants are then
given by the explicit formulas; conversely these formulas give a surface mode. -/
theorem isSurfaceMode_iff {k0 : ℝ} (hk0 : 0 < k0) (eps k K1 K2 : ℝ) :
    IsSurfaceMode eps k0 k K1 K2 ↔
      eps < -1 ∧ k = k0 * √(eps / (eps + 1)) ∧ K1 = k0 / √(-eps - 1) ∧
        K2 = -eps * k0 / √(-eps - 1) := by
  constructor
  · rintro ⟨hk, h1, h2, e1, e2, e3⟩
    have hneg : eps < 0 := by
      by_contra h
      nlinarith [mul_nonneg (not_lt.1 h) h1.le]
    rw [e3] at e2
    -- eliminate the decay constants
    have key : k ^ 2 * (eps + 1) = eps * k0 ^ 2 := by
      have hne : eps - 1 ≠ 0 := by linarith
      exact mul_left_cancel₀ hne (by linear_combination e2 - eps ^ 2 * e1)
    have hK : K1 ^ 2 * (-eps - 1) = k0 ^ 2 := by
      linear_combination (-eps - 1) * e1 - key
    have he : eps < -1 := by
      by_contra h
      have h' : 0 ≤ eps + 1 := by linarith [not_lt.1 h]
      nlinarith [mul_nonneg (sq_nonneg K1) h', pow_pos hk0 2]
    have hne : eps + 1 ≠ 0 := by linarith
    -- positivity selects the square roots
    have hr : eps / (eps + 1) = (k / k0) ^ 2 := by
      rw [div_pow, div_eq_div_iff hne (by positivity)]
      linear_combination -key
    have hs : -eps - 1 = (k0 / K1) ^ 2 := by
      rw [div_pow, eq_div_iff (by positivity)]
      linear_combination hK
    have hs' : √(-eps - 1) = k0 / K1 := by
      rw [hs, Real.sqrt_sq (by positivity)]
    refine ⟨he, ?_, ?_, ?_⟩
    · rw [hr, Real.sqrt_sq (by positivity)]
      field_simp
    · rw [hs']
      field_simp
    · rw [hs', e3]
      field_simp
  · rintro ⟨he, rfl, rfl, rfl⟩
    have hp : 0 < -eps - 1 := by linarith
    have hs : 0 < √(-eps - 1) := Real.sqrt_pos.2 hp
    have hr : 0 < eps / (eps + 1) := div_pos_of_neg_of_neg (by linarith) (by linarith)
    have hne : eps + 1 ≠ 0 := by linarith
    have hq : k0 ^ 2 / (-eps - 1) = k0 ^ 2 * (eps / (eps + 1)) - k0 ^ 2 := by
      rw [show -eps - 1 = -(eps + 1) by ring, div_neg]
      field_simp
      ring
    have hq' : k0 ^ 2 * (eps / (eps + 1)) * (eps + 1) = k0 ^ 2 * eps := by
      field_simp
    refine ⟨mul_pos hk0 (Real.sqrt_pos.2 hr), div_pos hk0 hs,
      div_pos (mul_pos (by linarith) hk0) hs, ?_, ?_, by ring⟩
    · rw [div_pow, mul_pow, Real.sq_sqrt hp.le, Real.sq_sqrt hr.le, hq]
    · rw [div_pow, mul_pow, mul_pow, Real.sq_sqrt hp.le, Real.sq_sqrt hr.le, mul_div_assoc, hq]
      linear_combination (eps - 1) * hq'
```

Leaving the three numbers unspecified yields the existence criterion: a mode exists if and only if $\varepsilon<-1$. One direction reads the bound off the previous theorem, and the other supplies the explicit formulas.

The hypothesis $k_0>0$ matters here. With $k_0=0$ and $\varepsilon=-1$, the choice $k=K_1=K_2=1$ satisfies all six conditions, although $\varepsilon$ is not below $-1$. This is the electrostatic surface plasmon, for which retardation is neglected.

```lean
/-- A surface mode exists exactly when the permittivity lies below `-1`. -/
theorem exists_surfaceMode_iff {k0 : ℝ} (hk0 : 0 < k0) (eps : ℝ) :
    (∃ k K1 K2, IsSurfaceMode eps k0 k K1 K2) ↔ eps < -1 := by
  constructor
  · rintro ⟨k, K1, K2, h⟩
    exact ((isSurfaceMode_iff hk0 eps k K1 K2).1 h).1
  · intro h
    exact ⟨_, _, _, (isSurfaceMode_iff hk0 eps _ _ _).2 ⟨h, rfl, rfl, rfl⟩⟩
```

## The frequency band of a Drude metal

For positive $w$ and $w_p$, squaring preserves order, so

$$w < \frac{w_p}{\sqrt2} \iff 2w^2 < w_p^2.$$

```lean
/-- A positive frequency lies below `wp/√2` exactly when `2 w² < wp²`. -/
lemma band_iff {wp w : ℝ} (hp : 0 < wp) (hw : 0 < w) :
    w < wp / √2 ↔ 2 * w ^ 2 < wp ^ 2 := by
  have h : (w * √2) ^ 2 = 2 * w ^ 2 := by
    rw [mul_pow, Real.sq_sqrt (by norm_num)]
    ring
  rw [lt_div_iff₀ (by positivity), ← h]
  exact (pow_lt_pow_iff_left₀ (by positivity) hp.le two_ne_zero).symm
```

The condition on the permittivity becomes a condition on the frequency:

$$1-\frac{w_p^2}{w^2} < -1 \iff 2 < \frac{w_p^2}{w^2} \iff w < \frac{w_p}{\sqrt2}.$$

```lean
/-- The Drude permittivity is below `-1` exactly when the frequency is below `wp/√2`. -/
lemma drude_lt_iff {wp w : ℝ} (hp : 0 < wp) (hw : 0 < w) :
    drude wp w < -1 ↔ w < wp / √2 := by
  have h : 2 < wp ^ 2 / w ^ 2 ↔ 2 * w ^ 2 < wp ^ 2 := lt_div_iff₀ (by positivity)
  rw [band_iff hp hw, ← h]
  unfold drude
  constructor <;> intro h <;> linarith
```

Within this band, multiplying numerator and denominator of $\varepsilon/(\varepsilon+1)$ by $-w^2$ gives

$$k = \frac{w}{c}\sqrt{\frac{w_p^2-w^2}{w_p^2-2w^2}}.$$

As $w/w_p \to 0$ the square root tends to 1, and the wave approaches the dispersion $k = w/c$ of light in vacuum. In Lean the interval `Ioo 0 (wp / √2)` is the open band, and the quotient is written as a product with an inverse, the form that the limit argument uses.

```lean
/-- Between `0` and `wp/√2` the plasmon wavenumber is
`(w/c) sqrt ((wp² - w²)/(wp² - 2 w²))`. -/
lemma wavenumber_eq {wp w : ℝ} (c : ℝ) (hp : 0 < wp) (hw : w ∈ Ioo 0 (wp / √2)) :
    plasmonWavenumber c wp w =
      w / c * √((wp ^ 2 - w ^ 2) * (wp ^ 2 - 2 * w ^ 2)⁻¹) := by
  have hw0 : w ≠ 0 := hw.1.ne'
  have h1 : drude wp w + 1 ≠ 0 := by linarith [(drude_lt_iff hp hw.1).2 hw.2]
  have h2 : wp ^ 2 - 2 * w ^ 2 ≠ 0 := by linarith [(band_iff hp hw.1).1 hw.2]
  have h : drude wp w / (drude wp w + 1) =
      (wp ^ 2 - w ^ 2) * (wp ^ 2 - 2 * w ^ 2)⁻¹ := by
    rw [← div_eq_mul_inv, div_eq_div_iff h1 h2]
    unfold drude
    field_simp
    ring
  rw [plasmonWavenumber, h]
```

Now put $\varepsilon = \varepsilon(w)$ and $k_0 = w/c$ into the mode theorem. For $c, w_p, w > 0$ and a given $k$, suitable decay constants exist exactly when $w<w_p/\sqrt2$ and $k$ equals the value of the dispersion formula. The spurious branch above $w_p$ is thereby excluded. For simulations of a flat interface, this gives a reference value for the wavenumber at each frequency below $w_p/\sqrt2$, provided the metal is modelled by the lossless, local Drude permittivity.

```lean
/-- On a Drude metal a surface mode of frequency `w` and wavenumber `k` exists exactly when
`w < wp/√2` and `k` obeys the dispersion formula. -/
theorem drude_mode_iff {c wp w : ℝ} (hc : 0 < c) (hp : 0 < wp) (hw : 0 < w) (k : ℝ) :
    (∃ K1 K2, IsSurfaceMode (drude wp w) (w / c) k K1 K2) ↔
      w < wp / √2 ∧ k = plasmonWavenumber c wp w := by
  have hk0 : 0 < w / c := div_pos hw hc
  constructor
  · rintro ⟨K1, K2, h⟩
    have h' := (isSurfaceMode_iff hk0 _ _ _ _).1 h
    exact ⟨(drude_lt_iff hp hw).1 h'.1, h'.2.1⟩
  · rintro ⟨h, hk⟩
    exact ⟨_, _, (isSurfaceMode_iff hk0 _ _ _ _).2
      ⟨(drude_lt_iff hp hw).2 h, hk, rfl, rfl⟩⟩
```

## Growth and divergence of the wavenumber

Take two frequencies $0<a<b<w_p/\sqrt2$. Both denominators $w_p^2-2a^2$ and $w_p^2-2b^2$ are positive, so the ratios under the root can be compared by cross-multiplication:

$$(w_p^2-b^2)(w_p^2-2a^2) - (w_p^2-a^2)(w_p^2-2b^2) = w_p^2(b^2-a^2) > 0.$$

The ratio is therefore larger at $b$, and so is its square root. The prefactor $w/c$ also grows, and a product of two increasing nonnegative factors increases. `StrictMonoOn` expresses this on the open band; `div_lt_div_iff₀` performs the cross-multiplication and `mul_lt_mul''` combines the factors.

```lean
/-- The plasmon wavenumber increases strictly with frequency between `0` and `wp/√2`. -/
theorem wavenumber_strictMonoOn {c wp : ℝ} (hc : 0 < c) (hp : 0 < wp) :
    StrictMonoOn (plasmonWavenumber c wp) (Ioo 0 (wp / √2)) := by
  intro a ha b hb hab
  have ha0 : 0 < a := ha.1
  have h1 : 0 < wp ^ 2 - 2 * a ^ 2 := sub_pos.2 ((band_iff hp ha.1).1 ha.2)
  have h2 : 0 < wp ^ 2 - 2 * b ^ 2 := sub_pos.2 ((band_iff hp hb.1).1 hb.2)
  have hsq : 0 < b ^ 2 - a ^ 2 := by nlinarith
  have h3 : 0 < wp ^ 2 - a ^ 2 := by nlinarith [sq_nonneg a]
  rw [wavenumber_eq c hp ha, wavenumber_eq c hp hb]
  refine mul_lt_mul'' (div_lt_div_of_pos_right hab hc) (Real.sqrt_lt_sqrt ?_ ?_)
    (by positivity) (Real.sqrt_nonneg _)
  · exact mul_nonneg h3.le (inv_nonneg.2 h1.le)
  · rw [← div_eq_mul_inv, ← div_eq_mul_inv, div_lt_div_iff₀ h1 h2]
    nlinarith [mul_pos (pow_pos hp 2) hsq]
```

As $w$ rises to $w_p/\sqrt2$,

$$w_p^2-w^2 \to \frac{w_p^2}{2} > 0, \qquad w_p^2-2w^2 \to 0^+, \qquad \frac{w}{c} \to \frac{w_p}{\sqrt2\,c} > 0.$$

The ratio under the root tends to infinity, hence so does its square root, and multiplication by a factor with a positive limit leaves $k\to\infty$. The filter `𝓝[<] (wp / √2)` means approach from below, and `atTop` means growth beyond every bound. In the proof, `hnum`, `hden` and `hlin` are the three limits above, and `hsqrt` is the divergence of the square root. The last lines replace the explicit expression by `plasmonWavenumber`, with which it agrees inside the band.

The divergence belongs to the idealised model: absorption, or a permittivity that depends on wavevector, would change the behaviour near this edge.

```lean
/-- The plasmon wavenumber diverges as the frequency rises to `wp/√2`. -/
theorem wavenumber_tendsto_atTop {c wp : ℝ} (hc : 0 < c) (hp : 0 < wp) :
    Tendsto (plasmonWavenumber c wp) (𝓝[<] (wp / √2)) atTop := by
  have hw0 : 0 < wp / √2 := by positivity
  have hsq : (wp / √2) ^ 2 = wp ^ 2 / 2 := by
    rw [div_pow, Real.sq_sqrt (by norm_num)]
  have hband : ∀ᶠ w in 𝓝[<] (wp / √2), w ∈ Ioo 0 (wp / √2) := Ioo_mem_nhdsLT hw0
  -- the denominator tends to zero from above
  have hden : Tendsto (fun w : ℝ => wp ^ 2 - 2 * w ^ 2) (𝓝[<] (wp / √2)) (𝓝[>] 0) := by
    refine tendsto_nhdsWithin_iff.2 ⟨?_, ?_⟩
    · have h := (by fun_prop : Continuous fun w : ℝ => wp ^ 2 - 2 * w ^ 2).tendsto (wp / √2)
      rw [hsq, show wp ^ 2 - 2 * (wp ^ 2 / 2) = 0 by ring] at h
      exact h.mono_left nhdsWithin_le_nhds
    · filter_upwards [hband] with w hw
      exact sub_pos.2 ((band_iff hp hw.1).1 hw.2)
  have hnum : Tendsto (fun w : ℝ => wp ^ 2 - w ^ 2) (𝓝[<] (wp / √2))
      (𝓝 (wp ^ 2 - (wp / √2) ^ 2)) :=
    ((by fun_prop : Continuous fun w : ℝ => wp ^ 2 - w ^ 2).tendsto _).mono_left
      nhdsWithin_le_nhds
  have hpos : 0 < wp ^ 2 - (wp / √2) ^ 2 := by
    rw [hsq]
    linarith [pow_pos hp 2]
  have hratio := Filter.Tendsto.pos_mul_atTop hpos hnum (tendsto_inv_nhdsGT_zero.comp hden)
  have hsqrt : Tendsto Real.sqrt atTop atTop := by
    refine tendsto_atTop.2 fun b => ?_
    filter_upwards [eventually_ge_atTop (b ^ 2)] with x hx
    exact (le_abs_self b).trans (Real.abs_le_sqrt hx)
  have hlin : Tendsto (fun w : ℝ => w / c) (𝓝[<] (wp / √2)) (𝓝 (wp / √2 / c)) :=
    ((continuous_id.div_const c).tendsto _).mono_left nhdsWithin_le_nhds
  refine (Filter.Tendsto.pos_mul_atTop (div_pos hw0 hc) hlin (hsqrt.comp hratio)).congr' ?_
  filter_upwards [hband] with w hw
  exact (wavenumber_eq c hp hw).symm

end

end SurfacePlasmonPolariton
```

```lean
#print axioms SurfacePlasmonPolariton.exists_surfaceMode_iff
#print axioms SurfacePlasmonPolariton.drude_mode_iff
#print axioms SurfacePlasmonPolariton.wavenumber_strictMonoOn
#print axioms SurfacePlasmonPolariton.wavenumber_tendsto_atTop
```

```
'SurfacePlasmonPolariton.exists_surfaceMode_iff' depends on axioms: [propext, Classical.choice, Quot.sound]
'SurfacePlasmonPolariton.drude_mode_iff' depends on axioms: [propext, Classical.choice, Quot.sound]
'SurfacePlasmonPolariton.wavenumber_strictMonoOn' depends on axioms: [propext, Classical.choice, Quot.sound]
'SurfacePlasmonPolariton.wavenumber_tendsto_atTop' depends on axioms: [propext, Classical.choice, Quot.sound]
```
